# With alternating signs, the perturbation equations of the quartic anharmonic oscillator become a recursion with only plus signs

Take the oscillator H = p²/2 + x²/2 + g x⁴, in units with ħ = m = ω = 1, and let ψ be its ground state. Logarithmic perturbation theory expands −ψ′/ψ = x + ∑ gⁿ y_n and the energy E = 1/2 + ∑ gⁿ E_n, with both sums over n ≥ 1. At each order n ≥ 1 this gives 2x y_n − y_n′ + ∑ y_k y_(n−k) = −2E_n, with k running from 1 to n−1 and an extra 2x⁴ on the right when n = 1.

The theorem takes any real polynomials y_n and real numbers E_n that solve these equations, and multiplies both by (−1)^(n+1). Twice the coefficient of x^m in the signed correction is then m + 2 times its coefficient of x^(m+2), plus the coefficient of x^(m+1) in the sum of the source and the coupling, where the coupling is now built from the signed corrections. Twice the signed energy is the signed correction's coefficient of x plus the constant term of that same sum. The proof multiplies the equation of order n by its sign to get the polynomial identity `key`, then compares coefficients, those of degree m + 1 for the recursion and the constant ones for the energy.

Lean 4 with Mathlib refuses this proof:

```lean
import Mathlib

open Polynomial

namespace SignedRecursion

noncomputable section

/-- The anharmonic source `2x⁴`, which enters at first order only. -/
def source (n : ℕ) : ℝ[X] := if n = 1 then C 2 * X ^ 4 else 0

/-- The coupling of lower orders, the sum of `y_k y_(n-k)` over `k = 1, ..., n-1`. -/
def coupling (y : ℕ → ℝ[X]) (n : ℕ) : ℝ[X] := ∑ k ∈ Finset.Ico 1 n, y k * y (n - k)

/-- The equations of logarithmic perturbation theory for the quartic oscillator:
`2x y_n - y_n' + ∑ y_k y_(n-k) = -2E_n`, plus `2x⁴` when `n = 1`, at every order `n ≥ 1`. -/
def IsHierarchy (y : ℕ → ℝ[X]) (E : ℕ → ℝ) : Prop :=
  ∀ n, 1 ≤ n →
    C 2 * (X * y n) - derivative (y n) + coupling y n = source n - C (2 * E n)

/-- The correction `y_n` multiplied by the sign `(-1)^(n+1)`. -/
def signed (y : ℕ → ℝ[X]) (n : ℕ) : ℝ[X] := (-1) ^ (n + 1) * y n

/-- Coefficient by coefficient, the equations for the signed corrections of a solution of the
hierarchy contain the coupling and the source with a plus sign. -/
theorem signed_recursion {y : ℕ → ℝ[X]} {E : ℕ → ℝ} (h : IsHierarchy y E) {n : ℕ}
    (hn : 1 ≤ n) :
    (∀ m : ℕ, 2 * (signed y n).coeff m = ((m : ℝ) + 2) * (signed y n).coeff (m + 2)
        + (coupling (signed y) n + source n).coeff (m + 1)) ∧
      2 * ((-1) ^ (n + 1) * E n) = (signed y n).coeff 1
        + (coupling (signed y) n + source n).coeff 0 := by
  have hs : coupling (signed y) n = (-1) ^ n * coupling y n := by
    rw [coupling, coupling, Finset.mul_sum]
    refine Finset.sum_congr rfl fun k hk => ?_
    obtain ⟨m, hm⟩ := Nat.exists_eq_add_of_le (Finset.mem_Ico.mp hk).2.le
    rw [hm, Nat.add_sub_cancel_left, signed, signed]
    ring
  have hd : derivative (signed y n) = (-1) ^ (n + 1) * derivative (y n) := by
    rcases neg_one_pow_eq_or ℝ[X] (n + 1) with e | e <;> simp [signed, e]
  have hsrc : (-1) ^ (n + 1) * source n = source n := by
    by_cases h1 : n = 1
    · subst h1
      norm_num
    · simp [source, h1]
  have hE : C (2 * ((-1) ^ (n + 1) * E n)) = (-1) ^ (n + 1) * C (2 * E n) := by
    simp only [map_mul, map_pow, map_neg, map_one]
    ring
  have key : C 2 * (X * signed y n) + C (2 * ((-1) ^ (n + 1) * E n))
      = derivative (signed y n) + (coupling (signed y) n + source n) := by
    rw [hs, hd, hE, signed]
    linear_combination (-1) ^ (n + 1) * h n hn + hsrc
  constructor
  · intro m
    have c := congrArg (fun p => coeff p (m + 1)) key
    dsimp only at c
    rw [coeff_add, coeff_C_mul, coeff_X_mul, coeff_C_succ, coeff_add, coeff_derivative] at c
    push_cast at c
    linear_combination c
  · have c := congrArg (fun p => coeff p 0) key
    dsimp only at c
    rw [coeff_add, coeff_C_mul, coeff_X_mul_zero, coeff_C_zero, coeff_add,
      coeff_derivative] at c
    push_cast at c
    linear_combination c

end

end SignedRecursion
```

The compiler's answer:

```
Main.lean:55:4: error: `dsimp` made no progress
Main.lean:60:4: error: `dsimp` made no progress
```

Cause. Both errors come from the same step, once in each half of the final comparison. There `congrArg` applies the function `fun p => coeff p (m + 1)`, or `fun p => coeff p 0`, to the two sides of `key`. The line `dsimp only at c` was meant to carry out that application, replacing the function applied to a polynomial by the polynomial's coefficient. But Lean had already done so when it gave `c` its type, so `dsimp only` found nothing to simplify, and `dsimp` treats making no progress as an error.

The repair deletes the two `dsimp only at c` lines. The `rw` that follows can work on `c` as it stands, since the coefficients of sums that `coeff_add` looks for are already in view. The mathematics of the proof is unchanged. The comment added above `key` is mere tidying and has no part in the cure.

Fix (accepted with no message):

```diff
@@ -46,4 +46,5 @@
     simp only [map_mul, map_pow, map_neg, map_one]
     ring
+  -- multiply the equation of order n by its sign, then compare coefficients
   have key : C 2 * (X * signed y n) + C (2 * ((-1) ^ (n + 1) * E n))
       = derivative (signed y n) + (coupling (signed y) n + source n) := by
@@ -53,10 +54,8 @@
   · intro m
     have c := congrArg (fun p => coeff p (m + 1)) key
-    dsimp only at c
     rw [coeff_add, coeff_C_mul, coeff_X_mul, coeff_C_succ, coeff_add, coeff_derivative] at c
     push_cast at c
     linear_combination c
   · have c := congrArg (fun p => coeff p 0) key
-    dsimp only at c
     rw [coeff_add, coeff_C_mul, coeff_X_mul_zero, coeff_C_zero, coeff_add,
       coeff_derivative] at c
```
